# If the Boltzmann distribution of U(t) is stationary at each time, exp(−βU(t))/Z(0) solves the work-weighted master equation

On a finite state space, let the energies U(t,x) be differentiable in time on [0,T], and let the Boltzmann distribution of U(t) be stationary under the matrix L(t) at each time in that interval. The theorem `gibbs_solves` says that g(t,x) = exp(−βU(t,x))/Z(0) then starts in the Boltzmann distribution of U(0) and satisfies g′ = gL − β(dU/dt)g on [0,T]. Here Z(0) is the partition function at time 0, so g sums to Z(t)/Z(0), which need not be 1 at later times. The attempt differentiates the exponential by the chain rule, then writes g(t) as a multiple of the Boltzmann distribution of U(t) so that the jump term gL vanishes.

The failing Lean file:

```lean
import Mathlib

open Matrix Set

namespace GibbsSolves

noncomputable section

variable {X : Type*} [Fintype X]

/-- The partition function `Z = ∑ exp(-β u)` of the energies `u`. -/
def partitionFn (β : ℝ) (u : X → ℝ) : ℝ := ∑ x, Real.exp (-β * u x)

/-- The Boltzmann distribution `exp(-β u) / Z` on a nonempty finite state space. -/
def boltzmann (β : ℝ) (u : X → ℝ) (x : X) : ℝ := Real.exp (-β * u x) / partitionFn β u

/-- `g` starts in the Boltzmann distribution and solves the work-weighted master equation
`g' = g L - β (dU/dt) g` on `[0, T]`, where `U'` stands for `dU/dt`. -/
def IsWorkWeighted (β T : ℝ) (U U' : ℝ → X → ℝ) (L : ℝ → Matrix X X ℝ)
    (g : ℝ → X → ℝ) : Prop :=
  g 0 = boltzmann β (U 0) ∧ ∀ t ∈ Icc 0 T, ∀ y,
    HasDerivWithinAt (fun s => g s y) ((g t ᵥ* L t) y - β * U' t y * g t y) (Icc 0 T) t

/-- The partition function of a nonempty finite state space is positive. -/
theorem partitionFn_pos [Nonempty X] (β : ℝ) (u : X → ℝ) : 0 < partitionFn β u :=
  Finset.sum_pos (fun _ _ => Real.exp_pos _) Finset.univ_nonempty

/-- If `U` has time derivative `U'` on `[0, T]` and the Boltzmann distribution of `U(t)` is
stationary under `L(t)` at each time in `[0, T]`, then `exp(-β U(t,x)) / Z_0` solves the
work-weighted master equation. -/
theorem gibbs_solves {β T : ℝ} {U U' : ℝ → X → ℝ} {L : ℝ → Matrix X X ℝ}
    (hU : ∀ t ∈ Icc 0 T, ∀ x, HasDerivWithinAt (fun s => U s x) (U' t x) (Icc 0 T) t)
    (hst : ∀ t ∈ Icc 0 T, boltzmann β (U t) ᵥ* L t = 0) :
    IsWorkWeighted β T U U' L
      (fun t x => Real.exp (-β * U t x) / partitionFn β (U 0)) := by
  refine ⟨rfl, fun t ht y => ?_⟩
  haveI : Nonempty X := ⟨y⟩
  have hZ := (partitionFn_pos β (U t)).ne'
  -- the jump term vanishes, since the weight is a multiple of the Boltzmann distribution
  have hv : (fun x => Real.exp (-β * U t x) / partitionFn β (U 0)) =
      (partitionFn β (U t) / partitionFn β (U 0)) • boltzmann β (U t) := by
    ext x
    simp only [Pi.smul_apply, smul_eq_mul, boltzmann]
    field_simp
  refine ((((hU t ht y).const_mul (-β)).exp).div_const (partitionFn β (U 0))).congr_deriv ?_
  rw [hv, Matrix.smul_vecMul, hst t ht, smul_zero, Pi.zero_apply]
  ring

end

end GibbsSolves
```

Compiling this gives:

```
Main.lean:37:2: warning: Try this: 
  haveI̵

The goal is a proposition, so `have` is preferred over `haveI`.
The difference between `have` and `haveI` is that `haveI` inlines the value.
But this is not relevant for proofs because of proof irrelevance.

Note: This linter can be disabled with `set_option linter.style.haveILetI false`
Main.lean:46:6: error: Tactic `rewrite` failed: Did not find an occurrence of the pattern
  fun x => Real.exp (-β * U t x) / partitionFn β (U 0)
in the target expression
  Real.exp (-β * U t y) * (-β * U' t y) / partitionFn β (U 0) =
    ((fun t x => Real.exp (-β * U t x) / partitionFn β (U 0)) t ᵥ* L t) y -
      β * U' t y * (fun t x => Real.exp (-β * U t x) / partitionFn β (U 0)) t y

X : Type u_1
inst✝ : Fintype X
β T : ℝ
U U' : ℝ → X → ℝ
L : ℝ → Matrix X X ℝ
hU : ∀ t ∈ Icc 0 T, ∀ (x : X), HasDerivWithinAt (fun s => U s x) (U' t x) (Icc 0 T) t
hst : ∀ t ∈ Icc 0 T, boltzmann β (U t) ᵥ* L t = 0
t : ℝ
ht : t ∈ Icc 0 T
y : X
this : Nonempty X
hZ : partitionFn β (U t) ≠ 0
hv :
  (fun x => Real.exp (-β * U t x) / partitionFn β (U 0)) =
    (partitionFn β (U t) / partitionFn β (U 0)) • boltzmann β (U t)
⊢ Real.exp (-β * U t y) * (-β * U' t y) / partitionFn β (U 0) =
    ((fun t x => Real.exp (-β * U t x) / partitionFn β (U 0)) t ᵥ* L t) y -
      β * U' t y * (fun t x => Real.exp (-β * U t x) / partitionFn β (U 0)) t y
```

The error comes from `rw [hv, …]`. The left side of `hv` is the function `fun x => Real.exp (-β * U t x) / partitionFn β (U 0)`, but the goal has `(fun t x => …) t`, a two-argument function applied to `t` and not yet evaluated. The two are equal by computation, but `rw` looks for the pattern in the goal as it stands and doesn't find it there.

In the repair, `beta_reduce` carries out these applications, so the goal contains the function in the form `hv` uses. The new fact `hjump` says that the jump term is zero. It is stated in that form from the start, so the old chain of rewrites works in its proof, and after `beta_reduce` its left side matches the goal. `rw [hjump]` then removes the jump term and `ring` closes what is left.

The warning is only about style: in a proof, `have` is preferred over `haveI`. Changing that word and moving the comment are tidying.

The change, after which it compiles:

```diff
@@ -35,7 +35,6 @@
       (fun t x => Real.exp (-β * U t x) / partitionFn β (U 0)) := by
   refine ⟨rfl, fun t ht y => ?_⟩
-  haveI : Nonempty X := ⟨y⟩
+  have : Nonempty X := ⟨y⟩
   have hZ := (partitionFn_pos β (U t)).ne'
-  -- the jump term vanishes, since the weight is a multiple of the Boltzmann distribution
   have hv : (fun x => Real.exp (-β * U t x) / partitionFn β (U 0)) =
       (partitionFn β (U t) / partitionFn β (U 0)) • boltzmann β (U t) := by
@@ -43,6 +42,10 @@
     simp only [Pi.smul_apply, smul_eq_mul, boltzmann]
     field_simp
+  -- the jump term vanishes, since the weight is a multiple of the Boltzmann distribution
+  have hjump : ((fun x => Real.exp (-β * U t x) / partitionFn β (U 0)) ᵥ* L t) y = 0 := by
+    rw [hv, Matrix.smul_vecMul, hst t ht, smul_zero, Pi.zero_apply]
   refine ((((hU t ht y).const_mul (-β)).exp).div_const (partitionFn β (U 0))).congr_deriv ?_
-  rw [hv, Matrix.smul_vecMul, hst t ht, smul_zero, Pi.zero_apply]
+  beta_reduce
+  rw [hjump]
   ring
 
```
